# The QWZ edge state on a half-line: energy $\sin k$, normalisable exactly when $|u+\cos k|<1$

## Question

A formal statement about a chain with "hopping $T=(\sigma_z-i\sigma_x)/2$" has to decide whether $T$ multiplies the amplitude on the right neighbour or on the left one, and what happens at the first site. I have the Qi–Wu–Zhang (QWZ) model with mass parameter $u$, cut to the sites $x=0,1,2,\dots$, at momentum $k$ along the edge. The on-site term is $\sin k\,\sigma_y+(u+\cos k)\,\sigma_z$. The claim is that $(-(u+\cos k))^x$ times the $\sigma_y=+1$ spinor has energy $\sin k$ and is square summable exactly when $|u+\cos k|<1$. Which conventions make this true, and how is it stated and proved in Lean 4 with Mathlib? Is it the only state at that energy?

## Answer

### Modelling choices

A state is a function $\psi$ from the sites to spinors $\psi(x)\in\mathbb C^2$ with components numbered $0$ and $1$; in Lean, `ψ : ℕ → Fin 2 → ℂ`. The numbers $u$ and $k$ are real; energies are in units of the hopping amplitude and momenta in units of the inverse lattice constant. Write $s=\sin k$, $m=u+\cos k$ (`mass u k`) and $h=s\,\sigma_y+m\,\sigma_z$ (`onsite u k`). The Hamiltonian `halfLine u k` is

$$(H\psi)(x)=h\,\psi(x)+T\,\psi(x+1)+T^\dagger\,\psi(x-1),\qquad \psi(-1)=0 .$$

Three choices are fixed here.

The first is the orientation: $T$ (`hop`) acts on the right neighbour and $T^\dagger$ (`hopᴴ`) on the left one. The spinor $\chi=(1,i)$ is annihilated by $T^\dagger$ and not by $T$, and this makes the claim hold with $\sigma_y=+1$. With the two exchanged, the proposed state leaves a remainder $m\,\sigma_z\chi$ at $x=0$, and for $m=0$ a remainder $T\chi$ at $x=1$.

The second is the boundary. Natural numbers have no site $-1$, so the shifted state `prev ψ` is defined by cases: it is $0$ at $x=0$ and $\psi(x)$ at $x+1$. This is the open boundary, with the same on-site term at $x=0$ as everywhere else.

The third is that $H$ acts on all spinor-valued sequences, growing ones included. The equation $H\psi=s\,\psi$ is imposed site by site, and normalisability is a separate predicate, `SqSummable ψ`, saying that $\sum_{x\ge0}\big(|\psi(x)_0|^2+|\psi(x)_1|^2\big)$ converges. The energy statement and the decay condition can then be proved independently.

The spinor `chi` is unnormalised, $|\chi|^2=2$; the unit spinor is $\chi/\sqrt2$.

### Derivation by hand

**Bulk check.** On a plane wave $e^{iqx}v$ with momentum $q$ across the edge and constant spinor $v$, the three terms combine to $h+e^{iq}T+e^{-iq}T^\dagger$. Since $T+T^\dagger=\sigma_z$ and $T-T^\dagger=-i\sigma_x$,

$$e^{iq}T+e^{-iq}T^\dagger=\cos q\,(T+T^\dagger)+i\sin q\,(T-T^\dagger)=\cos q\,\sigma_z+\sin q\,\sigma_x ,$$

and the sum is the QWZ Bloch matrix $\sin q\,\sigma_x+\sin k\,\sigma_y+(u+\cos k+\cos q)\,\sigma_z$.

**The $\sigma_y$ basis.** Let $\bar\chi=(1,-i)$. From

$$T=\tfrac12\begin{pmatrix}1&-i\\-i&-1\end{pmatrix},\qquad T^\dagger=\tfrac12\begin{pmatrix}1&i\\i&-1\end{pmatrix}$$

direct multiplication gives

$$\sigma_y\chi=\chi,\quad \sigma_y\bar\chi=-\bar\chi,\quad \sigma_z\chi=\bar\chi,\quad \sigma_z\bar\chi=\chi,\quad T\chi=\bar\chi,\quad T\bar\chi=0,\quad T^\dagger\chi=0,\quad T^\dagger\bar\chi=\chi .$$

For a spinor $v$ define the overlaps $a(v)=\chi^\dagger v=v_0-iv_1$ and $b(v)=\bar\chi^\dagger v=v_0+iv_1$. They determine $v$, because $v_0=(a+b)/2$ and $v_1=i(a-b)/2$, that is $v=\tfrac12(a\chi+b\bar\chi)$. Put $a_x=a(\psi(x))$, $b_x=b(\psi(x))$ and $b_{-1}=0$. Then

$$h\psi(x)=\tfrac12\big[(s a_x+m b_x)\chi+(-s b_x+m a_x)\bar\chi\big],\quad T\psi(x+1)=\tfrac12 a_{x+1}\bar\chi,\quad T^\dagger\psi(x-1)=\tfrac12 b_{x-1}\chi ,$$

so that

$$a\big((H\psi)(x)\big)=s\,a_x+m\,b_x+b_{x-1},\qquad b\big((H\psi)(x)\big)=-s\,b_x+m\,a_x+a_{x+1}.$$

**The edge state.** Take $\phi(x)=(-m)^x\chi$. Its overlaps are $a_x=2(-m)^x$ and $b_x=0$. The first equation gives $s\,a_x$, at $x=0$ as well, since $b_{-1}=0$. The second gives $2m(-m)^x+2(-m)^{x+1}=0=s\,b_x$. Hence $H\phi=s\,\phi$ on every site, for all $u$ and $k$.

**Summability.** Both components of $\phi(x)$ have modulus $|m|^x$, so the density is $2(m^2)^x$. This geometric series converges exactly when $m^2<1$, that is $|m|<1$. Its sum is then $2/(1-m^2)$, and the normalised state is $\sqrt{(1-m^2)/2}\,(-m)^x\chi$. At $m=0$ the factor $(-m)^0$ equals $1$ and the state is $\chi/\sqrt2$ on site $0$ alone.

**Uniqueness at energy $s$.** Suppose $H\psi=s\,\psi$. In the first equation $s\,a_x$ cancels and leaves $m\,b_x+b_{x-1}=0$ for all $x\ge0$. If $m\ne0$, the site $x=0$ gives $b_0=0$, and each further site gives $b_{x+1}=-b_x/m=0$. If $m=0$, the equation at site $x+1$ reads $b_x=0$ directly. With $b=0$ the second equation becomes $a_{x+1}=-m\,a_x$, so $a_x=a_0(-m)^x$ and $\psi=(a_0/2)\,\phi$.

**Existence of a bound state.** A nonzero solution is $c\,\phi$ with $c\neq0$. Its density is $|c|^2$ times that of $\phi$, so it is square summable exactly when $|m|<1$. Conversely $\phi$ itself is nonzero, since $\phi(0)=\chi$.

**Which $u$.** If $-1<u+\cos k<1$ for some $k$, then $u<1-\cos k\le2$ and $u>-1-\cos k\ge-2$. If $|u|<2$, the momentum $k=\arccos(-u/2)$ gives $u+\cos k=u/2$, of modulus below $1$.

### The Lean file

```lean
import Mathlib

open Complex Matrix

namespace QWZHalfLine

noncomputable section

/-- Pauli matrix σx. -/
def sx : Matrix (Fin 2) (Fin 2) ℂ := !![0, 1; 1, 0]

/-- Pauli matrix σy. -/
def sy : Matrix (Fin 2) (Fin 2) ℂ := !![0, -I; I, 0]

/-- Pauli matrix σz. -/
def sz : Matrix (Fin 2) (Fin 2) ℂ := !![1, 0; 0, -1]

/-- The mass u + cos k at momentum k along the edge. -/
def mass (u k : ℝ) : ℝ := u + Real.cos k

/-- On-site term sin k σy + (u + cos k) σz. -/
def onsite (u k : ℝ) : Matrix (Fin 2) (Fin 2) ℂ :=
  (Real.sin k : ℂ) • sy + (mass u k : ℂ) • sz

/-- Hopping matrix T = (σz - i σx)/2. -/
def hop : Matrix (Fin 2) (Fin 2) ℂ := (1 / 2 : ℂ) • (sz - I • sx)

/-- QWZ Bloch matrix sin q σx + sin k σy + (u + cos k + cos q) σz. -/
def bloch (u q k : ℝ) : Matrix (Fin 2) (Fin 2) ℂ :=
  (Real.sin q : ℂ) • sx + (Real.sin k : ℂ) • sy + ((mass u k : ℂ) + (Real.cos q : ℂ)) • sz

/-- The spinor ψ(x - 1) on the left neighbour, zero at the boundary site x = 0. -/
def prev (ψ : ℕ → Fin 2 → ℂ) : ℕ → Fin 2 → ℂ
  | 0 => 0
  | x + 1 => ψ x

/-- Half-line Hamiltonian (Hψ)(x) = h ψ(x) + T ψ(x+1) + T† ψ(x-1) with open boundary. -/
def halfLine (u k : ℝ) (ψ : ℕ → Fin 2 → ℂ) (x : ℕ) : Fin 2 → ℂ :=
  onsite u k *ᵥ ψ x + hop *ᵥ ψ (x + 1) + hopᴴ *ᵥ prev ψ x

/-- The spinor χ = (1, i). -/
def chi : Fin 2 → ℂ := ![1, I]

/-- The state (-(u + cos k))^x χ. -/
def edge (u k : ℝ) (x : ℕ) : Fin 2 → ℂ := (-(mass u k : ℂ)) ^ x • chi

/-- The density summed over all sites of the half-line converges. -/
def SqSummable (ψ : ℕ → Fin 2 → ℂ) : Prop := Summable fun x => ∑ i, ‖ψ x i‖ ^ 2

/-- Overlap v₀ - i v₁ of a spinor with (1, i). -/
def up (v : Fin 2 → ℂ) : ℂ := v 0 - I * v 1

/-- Overlap v₀ + i v₁ of a spinor with (1, -i). -/
def down (v : Fin 2 → ℂ) : ℂ := v 0 + I * v 1

/-- Matrix entries of the hopping T and of its adjoint. -/
theorem hop_entries :
    hop = !![1 / 2, -I / 2; -I / 2, -1 / 2] ∧ hopᴴ = !![1 / 2, I / 2; I / 2, -1 / 2] := by
  have h : hop = !![1 / 2, -I / 2; -I / 2, -1 / 2] := by
    ext i j
    fin_cases i <;> fin_cases j <;> simp [hop, sx, sz] <;> ring
  refine ⟨h, ?_⟩
  rw [h]
  ext i j
  fin_cases i <;> fin_cases j <;> simp [conjTranspose_apply]

/-- The combination h + e^{iq} T + e^{-iq} T† is the QWZ Bloch matrix. -/
theorem bloch_symbol (u q k : ℝ) :
    onsite u k + Complex.exp (q * I) • hop + Complex.exp (-q * I) • hopᴴ = bloch u q k := by
  rw [hop_entries.2, hop_entries.1, exp_mul_I, exp_mul_I, Complex.cos_neg, Complex.sin_neg,
    ← ofReal_cos, ← ofReal_sin]
  unfold bloch onsite
  generalize Real.cos q = c
  generalize Real.sin q = s
  ext i j
  fin_cases i <;> fin_cases j <;> simp [sx, sy, sz] <;>
    first
      | ring1
      | linear_combination (-(s : ℂ)) * I_sq

/-- A spinor is determined by its two overlaps. -/
theorem spinor_ext {v w : Fin 2 → ℂ} (h1 : up v = up w) (h2 : down v = down w) : v = w := by
  unfold up at h1
  unfold down at h2
  have e0 : v 0 = w 0 := by linear_combination (1 / 2 : ℂ) * h1 + (1 / 2 : ℂ) * h2
  have e1 : v 1 = w 1 := by
    linear_combination (-I / 2) * h2 + (I / 2) * h1 + (v 1 - w 1) * I_sq
  funext i
  fin_cases i
  · exact e0
  · exact e1

/-- The two overlaps scale with the spinor. -/
theorem overlaps_smul (c : ℂ) (v : Fin 2 → ℂ) :
    up (c • v) = c * up v ∧ down (c • v) = c * down v := by
  constructor <;> simp only [up, down, Pi.smul_apply, smul_eq_mul] <;> ring

/-- Action of the half-line Hamiltonian on the two overlaps at site x. -/
theorem halfLine_components (u k : ℝ) (ψ : ℕ → Fin 2 → ℂ) (x : ℕ) :
    up (halfLine u k ψ x)
      = Real.sin k * up (ψ x) + mass u k * down (ψ x) + down (prev ψ x) ∧
    down (halfLine u k ψ x)
      = -Real.sin k * down (ψ x) + mass u k * up (ψ x) + up (ψ (x + 1)) := by
  have h0 : halfLine u k ψ x 0 = -I * Real.sin k * ψ x 1 + mass u k * ψ x 0
      + (ψ (x + 1) 0 - I * ψ (x + 1) 1) / 2 + (prev ψ x 0 + I * prev ψ x 1) / 2 := by
    rw [halfLine, hop_entries.2, hop_entries.1]
    simp [onsite, sy, sz, dotProduct, Fin.sum_univ_two]
    ring
  have h1 : halfLine u k ψ x 1 = I * Real.sin k * ψ x 0 - mass u k * ψ x 1
      + (-I * ψ (x + 1) 0 - ψ (x + 1) 1) / 2 + (I * prev ψ x 0 - prev ψ x 1) / 2 := by
    rw [halfLine, hop_entries.2, hop_entries.1]
    simp [onsite, sy, sz, dotProduct, Fin.sum_univ_two]
    ring
  unfold up down
  rw [h0, h1]
  constructor
  · linear_combination (-(Real.sin k : ℂ) * ψ x 0 + ψ (x + 1) 0 / 2 - prev ψ x 0 / 2) * I_sq
  · linear_combination ((Real.sin k : ℂ) * ψ x 0 - ψ (x + 1) 0 / 2 + prev ψ x 0 / 2) * I_sq

/-- The state (-(u + cos k))^x χ has overlaps 2 (-(u + cos k))^x and 0. -/
theorem edge_components (u k : ℝ) (x : ℕ) :
    up (edge u k x) = 2 * (-(mass u k : ℂ)) ^ x ∧ down (edge u k x) = 0 := by
  have hu : up chi = 2 := by
    show (1 : ℂ) - I * I = 2
    rw [I_mul_I]
    norm_num
  have hd : down chi = 0 := by
    show (1 : ℂ) + I * I = 0
    rw [I_mul_I]
    norm_num
  rw [edge, (overlaps_smul _ _).1, (overlaps_smul _ _).2, hu, hd]
  exact ⟨mul_comm _ _, mul_zero _⟩

/-- χ has σy = +1, the state (-(u + cos k))^x χ solves Hψ = sin k ψ on the half-line, and it
is square summable exactly when |u + cos k| < 1. -/
theorem qwz_edge_state (u k : ℝ) :
    sy *ᵥ chi = chi ∧ (∀ x, halfLine u k (edge u k) x = (Real.sin k : ℂ) • edge u k x) ∧
      (SqSummable (edge u k) ↔ |u + Real.cos k| < 1) := by
  refine ⟨?_, fun x => ?_, ?_⟩
  · ext i
    fin_cases i <;> simp [sy, chi, mulVec, dotProduct, Fin.sum_univ_two]
  · -- the backward hop sees only the vanishing overlap
    have hp : down (prev (edge u k) x) = 0 := by
      cases x with
      | zero => simp [prev, down]
      | succ n => exact (edge_components u k n).2
    apply spinor_ext
    · rw [(halfLine_components _ _ _ _).1, (overlaps_smul _ _).1, hp, (edge_components u k x).2]
      ring
    · -- the mass term cancels against the forward hop
      rw [(halfLine_components _ _ _ _).2, (overlaps_smul _ _).2, (edge_components u k x).2,
        (edge_components u k x).1, (edge_components u k (x + 1)).1, pow_succ]
      ring
  · -- the density is a geometric sequence
    have hd : (fun x => ∑ i, ‖edge u k x i‖ ^ 2) = fun x => 2 * (mass u k ^ 2) ^ x := by
      funext x
      have h0 : ‖edge u k x 0‖ = |mass u k| ^ x := by simp [edge, chi]
      have h1 : ‖edge u k x 1‖ = |mass u k| ^ x := by simp [edge, chi]
      have h2 : (|mass u k| ^ x) ^ 2 = (mass u k ^ 2) ^ x := by
        rw [← pow_mul, mul_comm, pow_mul, sq_abs]
      rw [Fin.sum_univ_two, h0, h1, h2]
      ring
    rw [SqSummable, hd, summable_mul_left_iff two_ne_zero, summable_geometric_iff_norm_lt_one,
      norm_pow, Real.norm_eq_abs]
    exact pow_lt_one_iff_of_nonneg (abs_nonneg _) two_ne_zero

/-- Every solution of Hψ = sin k ψ on the half-line is a multiple of (-(u + cos k))^x χ. -/
theorem eigen_unique (u k : ℝ) (ψ : ℕ → Fin 2 → ℂ)
    (hψ : ∀ x, halfLine u k ψ x = (Real.sin k : ℂ) • ψ x) (x : ℕ) :
    ψ x = (up (ψ 0) / 2) • edge u k x := by
  have hb : ∀ y, (mass u k : ℂ) * down (ψ y) + down (prev ψ y) = 0 := fun y => by
    have h := (halfLine_components u k ψ y).1
    rw [hψ, (overlaps_smul _ _).1] at h
    linear_combination -h
  -- the overlap with (1, -i) vanishes on every site (via the boundary site when the mass is nonzero)
  have hd : ∀ y, down (ψ y) = 0 := by
    by_cases hm : (mass u k : ℂ) = 0
    · intro y
      have h := hb (y + 1)
      rw [hm, zero_mul, zero_add] at h
      exact h
    · intro y
      induction y with
      | zero =>
        have h := hb 0
        have h0 : down (prev ψ 0) = 0 := by simp [prev, down]
        rw [h0, add_zero] at h
        exact (mul_eq_zero.1 h).resolve_left hm
      | succ n ih =>
        have h := hb (n + 1)
        have h0 : down (prev ψ (n + 1)) = 0 := ih
        rw [h0, add_zero] at h
        exact (mul_eq_zero.1 h).resolve_left hm
  -- the other overlap obeys a first-order recursion
  have ha : ∀ y, up (ψ y) = up (ψ 0) * (-(mass u k : ℂ)) ^ y := by
    intro y
    induction y with
    | zero => simp
    | succ n ih =>
      have h := (halfLine_components u k ψ n).2
      rw [hψ, (overlaps_smul _ _).2, hd] at h
      rw [pow_succ]
      linear_combination -h - (mass u k : ℂ) * ih
  apply spinor_ext
  · rw [(overlaps_smul _ _).1, (edge_components u k x).1, ha x]
    ring
  · rw [(overlaps_smul _ _).2, (edge_components u k x).2, hd x, mul_zero]

/-- A nonzero square-summable state of energy sin k exists exactly when |u + cos k| < 1. -/
theorem bound_state_iff (u k : ℝ) :
    (∃ ψ, ψ ≠ 0 ∧ SqSummable ψ ∧ ∀ x, halfLine u k ψ x = (Real.sin k : ℂ) • ψ x) ↔
      |u + Real.cos k| < 1 := by
  obtain ⟨-, he, hs⟩ := qwz_edge_state u k
  constructor
  · rintro ⟨ψ, h0, hsum, hψ⟩
    obtain ⟨c, hc⟩ : ∃ c : ℂ, ∀ x, ψ x = c • edge u k x := ⟨_, eigen_unique u k ψ hψ⟩
    have hc0 : c ≠ 0 := by
      rintro rfl
      exact h0 (funext fun x => by simp [hc x])
    have hd : (fun x => ∑ i, ‖ψ x i‖ ^ 2) = fun x => ‖c‖ ^ 2 * ∑ i, ‖edge u k x i‖ ^ 2 := by
      funext x
      simp only [hc x, Pi.smul_apply, norm_smul, mul_pow, Finset.mul_sum]
    rw [SqSummable, hd, summable_mul_left_iff (pow_ne_zero 2 (norm_ne_zero_iff.2 hc0))] at hsum
    exact hs.1 hsum
  · intro h
    refine ⟨edge u k, fun h0 => ?_, hs.2 h, he⟩
    have h1 := congrFun (congrFun h0 0) 0
    simp [edge, chi] at h1

/-- A nonzero square-summable state of energy sin k exists for some momentum k exactly
when |u| < 2. -/
theorem exists_momentum_iff (u : ℝ) :
    (∃ k ψ, ψ ≠ 0 ∧ SqSummable ψ ∧ ∀ x, halfLine u k ψ x = (Real.sin k : ℂ) • ψ x) ↔
      |u| < 2 := by
  simp only [bound_state_iff, abs_lt]
  constructor
  · rintro ⟨k, h1, h2⟩
    constructor <;> linarith [Real.cos_le_one k, Real.neg_one_le_cos k]
  · rintro ⟨h1, h2⟩
    refine ⟨Real.arccos (-u / 2), ?_⟩
    rw [Real.cos_arccos (by linarith) (by linarith)]
    constructor <;> linarith

end

end QWZHalfLine
```

```lean
#print axioms QWZHalfLine.bloch_symbol
#print axioms QWZHalfLine.qwz_edge_state
#print axioms QWZHalfLine.exists_momentum_iff
```

```
'QWZHalfLine.bloch_symbol' depends on axioms: [propext, Classical.choice, Quot.sound]
'QWZHalfLine.qwz_edge_state' depends on axioms: [propext, Classical.choice, Quot.sound]
'QWZHalfLine.exists_momentum_iff' depends on axioms: [propext, Classical.choice, Quot.sound]
```

### Remarks

**What the theorems say.** `qwz_edge_state` has no hypothesis beyond $u,k\in\mathbb R$ and makes three claims: `sy *ᵥ chi = chi`, the equation $(H\phi)(x)=\sin k\;\phi(x)$ at every site for $\phi$ = `edge u k`, and the equivalence of `SqSummable (edge u k)` with `|u + Real.cos k| < 1`. The first two hold for every $m$, including $|m|\ge1$, where $\phi$ is not normalisable. `eigen_unique` assumes only the sitewise equation `hψ`, with no decay, and returns $\psi(x)=(a_0/2)\,\phi(x)$ with the coefficient written as `up (ψ 0) / 2`. `bound_state_iff` says that a nonzero square-summable solution at energy $\sin k$ exists exactly when $|u+\cos k|<1$, and `exists_momentum_iff` that such a solution exists for at least one real $k$ exactly when $|u|<2$. `bloch_symbol` is the bulk check, an identity between $2\times2$ matrices.

**What they leave open.** Only the energy $\sin k$ is treated; nothing is said about solutions at other energies, about the continuous spectrum or about a gap. $H$ is not set up as a self-adjoint operator on $\ell^2$, and the value $2/(1-m^2)$ of the squared norm is not computed in the file, only the convergence. The bulk–boundary correspondence relates a bulk Chern number to the net number of branches on a single edge that cross the gap, counted with the sign of their velocity; no Chern number is defined here, and the result is an explicit solution for one edge of one model. The range $|u|<2$ contains $u=0$, where the Bloch matrix vanishes at $(q,k)=(0,\pi)$, so `exists_momentum_iff` is not a criterion for a gapped topological phase. For this non-interacting two-band lattice model with nearest-neighbour hopping and a straight open edge, the theorems give the dispersion $\sin k$, the spinor and the amplitude ratio $-m$ per site of the edge branch in closed form, against which a numerical diagonalisation of a wide strip can be compared up to finite-width corrections.

**How the proof follows the derivation.** `hop_entries` supplies the matrices $T$ and $T^\dagger$ written above. `bloch_symbol` expands the exponentials by `exp_mul_I` into cosine and sine and compares entries. The overlaps $a$ and $b$ are `up` and `down`. `spinor_ext` is the inversion $v_0=(a+b)/2$, $v_1=i(a-b)/2$, used in the form "equal overlaps imply equal spinors", and `overlaps_smul` says that both overlaps scale with the spinor.

`halfLine_components` is the pair of equations for $a(H\psi)$ and $b(H\psi)$, with $b_{x-1}$ appearing as `down (prev ψ x)`. The file does not go through the table of actions on $\chi$ and $\bar\chi$. It computes the two components `h0` and `h1` of $(H\psi)(x)$ and forms $v_0\mp iv_1$; `linear_combination` closes each identity up to a stated multiple of `I_sq`, the relation $i^2=-1$. `edge_components` gives $a_x=2(-m)^x$ and $b_x=0$.

In `qwz_edge_state` the eigenvalue equation is split by `spinor_ext` into two scalar equations. For the first, `hp` shows $b_{x-1}=0$ in two cases, the boundary at $x=0$ and `edge_components` elsewhere. For the second, `pow_succ` exposes the cancellation of $m(-m)^x$ against $(-m)^{x+1}$. The density is rewritten by `hd` as $2(m^2)^x$; `summable_mul_left_iff` removes the factor $2$, `summable_geometric_iff_norm_lt_one` turns convergence into $|m|^2<1$, and `pow_lt_one_iff_of_nonneg` removes the square.

In `eigen_unique`, `hb` is $m\,b_y+b_{y-1}=0$, `hd` is $b=0$ by the case split on $m=0$ with induction in the case $m\neq0$, and `ha` solves the recursion $a_{y+1}=-m\,a_y$ by induction. `bound_state_iff` writes $\psi=c\,\phi$, excludes $c=0$ in `hc0` and pulls $|c|^2$ out of the sum; in the other direction it offers `edge u k` and reads off the component $\phi(0)_0=1$. `exists_momentum_iff` rewrites with `bound_state_iff`, uses $-1\le\cos k\le1$ in one direction and the witness `Real.arccos (-u / 2)` in the other.

The counter-example and the mirror edge below are worked on paper and are not in the file.

**Dropping the equation at the boundary site.** Suppose $H\psi=s\,\psi$ is required only for $x\ge1$. Take $u=1$, $k=0$, so $s=0$ and $m=2$, and let $\psi(x)=(-\tfrac12)^x\bar\chi$. Here $a_x=0$ and $b_x=2(-\tfrac12)^x$. The second equation gives $0$ on every site, and the first gives $2b_x+b_{x-1}=0$ for $x\ge1$. This state is nonzero, square summable and not a multiple of $\phi$, although $|m|=2$. At $x=0$ it fails, since $m\,b_0+b_{-1}=4$. Both the uniqueness and the condition $|m|<1$ therefore rest on the equation at site $0$.

**The opposite edge.** On the sites $x\le0$ with $\psi(1)=0$ and the same $h$ and $T$, the roles of $a$ and $b$ are exchanged. The state $(-m)^{|x|}\bar\chi$ has $a_x=0$ and $b_{x-1}=-m\,b_x$, so the first equation gives $0$ and the second gives $-s\,b_x$. It has $\sigma_y=-1$, energy $-\sin k$, and is square summable under the same condition $|u+\cos k|<1$.
